# The radial integral of u sin(ku) has no limit at large cutoff, but with a factor exp(-eu) it exists and tends to 0 as e → 0+

Integrate u sin u from 0 to R. The function sin u - u cos u has derivative u sin u and vanishes at 0, so the integral is sin R - R cos R. At the cutoffs π, 2π, 3π it takes the values

π, -2π, 3π.

Each further half-wave has the opposite sign and a larger area than the one before, so the integral swings ever more widely and never settles.

Integrals of this kind arise in models of the exchange hole, where u is the distance between two electrons. If a term of the hole oscillates as sin(ku) with constant amplitude, the volume element u² and the Coulomb factor 1/u leave u sin(ku) in the energy integral. The results below concern this single term with a fixed wave number k > 0. For it they show that moving a sharp cutoff outwards defines no energy contribution, while an exponential convergence factor does.

## Swings that grow with the cutoff

Write I(R) for the integral of u sin(ku) from 0 to R. By the product rule,

d/du [sin(ku) - ku cos(ku)] = k cos(ku) - k cos(ku) + k²u sin(ku) = k²u sin(ku),

and therefore

k² I(R) = sin(kR) - kR cos(kR).

Now let the cutoff grow at a fixed phase c, through the values R = (c + 2πn)/k with n = 0, 1, 2, … For c = π the sine is 0 and the cosine is -1, so I(R) = R/k. For c = 0 the cosine is 1, so I(R) = -R/k. The first sequence rises above every bound and the second falls below every bound. This excludes a finite limit as well as +∞ and -∞.

The plain average over the cutoff, with equal weight from 0 to R, has no limit either. Integrating the closed form once more gives

k³ ∫₀ᴿ I(r) dr = 2(1 - cos(kR)) - kR sin(kR),

as differentiation confirms: the right-hand side has derivative k sin(kR) - k²R cos(kR) = k³ I(R) and vanishes at R = 0. The mean over all cutoffs between 0 and R is thus

2(1 - cos(kR))/(k³R) - sin(kR)/k².

At fixed phase c it tends to -sin(c)/k², which is 0 for c = 0 and -1/k² for c = π/2. The mean stays bounded at large R, but it has no limit.

## The value with exponential damping

Let e > 0 and let J(e) be the integral of u sin(ku) exp(-eu) over all u > 0. The integrand is at most u exp(-eu) in magnitude. That bound has the antiderivative -(u/e + 1/e²) exp(-eu) and the finite integral 1/e², so J(e) converges absolutely.

For its value, put D = e² + k² and

a(u) = eu/D + (e² - k²)/D²,
b(u) = ku/D + 2ek/D²,
F(u) = -exp(-eu) [a(u) sin(ku) + b(u) cos(ku)].

Differentiation gives

F′ = exp(-eu) [(ea + kb - a′) sin(ku) + (eb - ka - b′) cos(ku)].

Here ea + kb = u + e/D and a′ = e/D, so the sine has coefficient u. Likewise eb - ka = k/D = b′, so the cosine drops out. F is therefore an antiderivative of the damped integrand. It vanishes at infinity, and F(0) = -2ek/D², which gives

J(e) = 2ek/(e² + k²)².

As e → 0+ the denominator tends to k⁴ > 0 and the numerator to 0, so J(e) → 0. The order of the operations matters: the integral over all u is taken first, and the damping is removed afterwards.

For k = 1 the two behaviours are easy to compare in numbers. The sharp cutoffs 10π and 11π give -10π ≈ -31.4 and 11π ≈ 34.6. The damped integral is

J(1) = 2/4 = 0.5,
J(0.1) = 0.2/1.0201 ≈ 0.196,
J(0.01) = 0.02/1.00020001 ≈ 0.0200.

## The same argument in Lean

```lean
import Mathlib

open Real Filter Topology MeasureTheory Set

namespace HoleConvergenceFactor

noncomputable section
```

Three definitions carry the model. The first is I(R), an integral over an interval with a real upper limit.

```lean
/-- The radial integral of the undamped oscillation `u sin (k u)` up to a sharp cutoff `R`. -/
def cutoffIntegral (k R : ℝ) : ℝ := ∫ u in (0 : ℝ)..R, u * sin (k * u)
```

The second is the mean of I over the cutoffs between 0 and R.

```lean
/-- The average of the sharp-cutoff integral over all cutoffs between `0` and `R`. -/
def meanCutoff (k R : ℝ) : ℝ := (∫ r in (0 : ℝ)..R, cutoffIntegral k r) / R
```

The third is J(e), an integral over the open half-line `Ioi 0`. Lean gives the integral of a non-integrable function the value 0, so integrability is proved separately from the formula for J(e).

```lean
/-- The radial integral over all `u > 0` with the convergence factor `exp (-e u)`. -/
def dampedIntegral (k e : ℝ) : ℝ := ∫ u in Ioi (0 : ℝ), u * sin (k * u) * exp (-(e * u))
```

All the derivatives that follow rest on the derivative of the phase ku.

```lean
/-- The phase `k u` has derivative `k` with respect to the separation `u`. -/
theorem hasDerivAt_phase (k u : ℝ) : HasDerivAt (fun u : ℝ => k * u) k u := by
  simpa using (hasDerivAt_id u).const_mul k
```

The closed form of I(R) comes from the fundamental theorem of calculus. The step `hd` is the product-rule computation above, with `ring` doing the cancellation. The equation is kept multiplied by k², and in this form it holds for every real k.

```lean
/-- Closed form of the sharp-cutoff integral, multiplied by `k ^ 2`. -/
theorem cutoff_closed (k R : ℝ) :
    k ^ 2 * cutoffIntegral k R = sin (k * R) - k * R * cos (k * R) := by
  have hd : ∀ u ∈ uIcc 0 R, HasDerivAt (fun u : ℝ => sin (k * u) - k * u * cos (k * u))
      (k ^ 2 * (u * sin (k * u))) u := by
    intro u _
    have h1 := hasDerivAt_phase k u
    exact (h1.sin.fun_sub (h1.fun_mul h1.cos)).congr_deriv (by ring)
  have h := intervalIntegral.integral_eq_sub_of_hasDerivAt hd
    (Continuous.intervalIntegrable (by fun_prop) _ _)
  rw [intervalIntegral.integral_const_mul] at h
  rw [cutoffIntegral, h]
  simp
```

The cutoffs of phase c tend to infinity with n, because k is positive.

```lean
/-- The cutoffs at which the oscillation has a given phase `c` extend to infinity. -/
theorem cutoffs_of_phase {k : ℝ} (hk : 0 < k) (c : ℝ) :
    Tendsto (fun n : ℕ => (c + n * (2 * π)) / k) atTop atTop :=
  (tendsto_atTop_add_const_left _ c
    (tendsto_natCast_atTop_atTop.atTop_mul_const (by positivity))).atTop_div_const hk
```

The next lemma expresses the swings through the quantifier `∃ᶠ R in atTop`, which says that a property holds at arbitrarily large R. For a given value M, the first half uses phase π and takes n so large that R > kM; then I(R) = R/k > M. The second half does the same with phase 0 and R > -kM. In both halves the rewriting with `Real.sin_add_nat_mul_two_pi` and its cosine partner removes the full periods.

```lean
/-- At arbitrarily large cutoffs the undamped integral lies above any given value `M`,
and at others it lies below `M`. -/
theorem cutoff_swings {k : ℝ} (hk : 0 < k) (M : ℝ) :
    (∃ᶠ R in atTop, M < cutoffIntegral k R) ∧ (∃ᶠ R in atTop, cutoffIntegral k R < M) := by
  constructor
  · -- half-integer periods: the integral equals `R / k`
    have ht := cutoffs_of_phase hk π
    refine ht.frequently (Eventually.frequently ?_)
    filter_upwards [ht.eventually_gt_atTop (k * M)] with n hn
    have hp : k * ((π + n * (2 * π)) / k) = π + n * (2 * π) := by field_simp
    have h := cutoff_closed k ((π + n * (2 * π)) / k)
    rw [hp, Real.sin_add_nat_mul_two_pi, Real.cos_add_nat_mul_two_pi, Real.sin_pi,
      Real.cos_pi] at h
    have h2 := mul_lt_mul_of_pos_left hn hk
    rw [hp] at h2
    exact lt_of_mul_lt_mul_left (by linarith : k ^ 2 * M < k ^ 2 * _) (sq_nonneg k)
  · -- full periods: the integral equals `-R / k`
    have ht := cutoffs_of_phase hk 0
    refine ht.frequently (Eventually.frequently ?_)
    filter_upwards [ht.eventually_gt_atTop (-(k * M))] with n hn
    have hp : k * ((0 + n * (2 * π)) / k) = 0 + n * (2 * π) := by field_simp
    have h := cutoff_closed k ((0 + n * (2 * π)) / k)
    rw [hp, Real.sin_add_nat_mul_two_pi, Real.cos_add_nat_mul_two_pi, Real.sin_zero,
      Real.cos_zero] at h
    have h2 := mul_lt_mul_of_pos_left hn hk
    rw [hp] at h2
    exact lt_of_mul_lt_mul_left (by linarith : k ^ 2 * _ < k ^ 2 * M) (sq_nonneg k)
```

For the mean, `closed` is the second integration. If a limit L existed, the mean would tend to L along every phase, and `key` compares this with the limit found by hand: k³L = -k sin c for every c. Uniqueness of limits, `tendsto_nhds_unique`, supplies the equation. Phase 0 gives k³L = 0 and phase π/2 gives k³L = -k, which contradict each other since k > 0. The theorem excludes finite limits of the mean.

```lean
/-- For `k > 0` the equal-weight mean of the sharp-cutoff integral over the cutoffs between `0` and
`R` has no finite limit as `R` grows. -/
theorem meanCutoff_no_limit {k : ℝ} (hk : 0 < k) :
    ¬ ∃ L, Tendsto (meanCutoff k) atTop (𝓝 L) := by
  -- closed form of the integral over cutoffs
  have closed : ∀ R : ℝ, k ^ 3 * (∫ r in (0 : ℝ)..R, cutoffIntegral k r)
      = 2 * (1 - cos (k * R)) - k * R * sin (k * R) := by
    intro R
    have hd : ∀ r ∈ uIcc 0 R, HasDerivAt
        (fun r : ℝ => 2 * (1 - cos (k * r)) - k * r * sin (k * r))
        (k * (sin (k * r) - k * r * cos (k * r))) r := by
      intro r _
      have h1 := hasDerivAt_phase k r
      exact (((h1.cos.const_sub 1).const_mul 2).fun_sub (h1.fun_mul h1.sin)).congr_deriv
        (by ring)
    have h := intervalIntegral.integral_eq_sub_of_hasDerivAt hd
      (Continuous.intervalIntegrable (by fun_prop) _ _)
    have hc : ∀ r : ℝ, k * (sin (k * r) - k * r * cos (k * r))
        = k ^ 3 * cutoffIntegral k r := by
      intro r
      rw [← cutoff_closed]
      ring
    simp only [hc] at h
    rw [intervalIntegral.integral_const_mul] at h
    rw [h]
    simp
  rintro ⟨L, hL⟩
  -- along cutoffs of phase `c` the limit would depend on `c`
  have key : ∀ c : ℝ, k ^ 3 * L = 0 - k * sin c := by
    intro c
    have ht := cutoffs_of_phase hk c
    have h1 : Tendsto (fun n : ℕ => k ^ 3 * meanCutoff k ((c + n * (2 * π)) / k)) atTop
        (𝓝 (k ^ 3 * L)) := (hL.comp ht).const_mul _
    have h2 : Tendsto (fun n : ℕ => 2 * (1 - cos c) / ((c + n * (2 * π)) / k) - k * sin c)
        atTop (𝓝 (0 - k * sin c)) := (ht.const_div_atTop _).sub_const _
    refine tendsto_nhds_unique (h1.congr' ?_) h2
    filter_upwards [ht.eventually_gt_atTop 0] with n hn
    have hne : c + n * (2 * π) ≠ 0 := by
      intro h0
      rw [h0, zero_div] at hn
      exact lt_irrefl _ hn
    have hp : k * ((c + n * (2 * π)) / k) = c + n * (2 * π) := by field_simp
    have h := closed ((c + n * (2 * π)) / k)
    rw [hp, Real.sin_add_nat_mul_two_pi, Real.cos_add_nat_mul_two_pi] at h
    rw [meanCutoff, ← mul_div_assoc, h, sub_div]
    congr 1
    have cancel : ∀ x : ℝ, x ≠ 0 → x * sin c / (x / k) = k * sin c := by
      intro x hx
      field_simp
    exact cancel _ hne
  have h0 := key 0
  have h1 := key (π / 2)
  rw [Real.sin_zero] at h0
  rw [Real.sin_pi_div_two] at h1
  linarith
```

The damped half begins with two limits at large u. The one for u exp(-eu) follows from x exp(-x) → 0 with x = eu, after division by e.

```lean
/-- The convergence factor decays at large separation, also when multiplied by `u`. -/
theorem damping_limits {e : ℝ} (he : 0 < e) :
    Tendsto (fun u : ℝ => u * exp (-(e * u))) atTop (𝓝 0) ∧
      Tendsto (fun u : ℝ => exp (-(e * u))) atTop (𝓝 0) := by
  have hlin : Tendsto (fun u : ℝ => e * u) atTop atTop := tendsto_id.const_mul_atTop he
  refine ⟨?_, Real.tendsto_exp_neg_atTop_nhds_zero.comp hlin⟩
  have h := ((Real.tendsto_pow_mul_exp_neg_atTop_nhds_zero 1).comp hlin).const_mul e⁻¹
  rw [mul_zero] at h
  refine h.congr (fun u => ?_)
  simp only [Function.comp_apply, pow_one]
  field_simp
```

Integrability is the comparison made above. `hdom` treats the bound u exp(-eu) through its antiderivative, and `Integrable.mono'` passes the result to the oscillating integrand, using |sin(ku)| ≤ 1.

```lean
/-- With the convergence factor the oscillating integrand is integrable over all `u > 0`. -/
theorem damped_integrable (k : ℝ) {e : ℝ} (he : 0 < e) :
    IntegrableOn (fun u : ℝ => u * sin (k * u) * exp (-(e * u))) (Ioi 0) := by
  obtain ⟨h1, h2⟩ := damping_limits he
  have hdom : IntegrableOn (fun u : ℝ => u * exp (-(e * u))) (Ioi 0) := by
    refine integrableOn_Ioi_deriv_of_nonneg'
      (g := fun u : ℝ => -(e⁻¹ * (u * exp (-(e * u))) + e⁻¹ ^ 2 * exp (-(e * u))))
      (fun u _ => ?_) (fun u hu => mul_nonneg (le_of_lt hu) (exp_pos _).le)
      ((h1.const_mul _).add (h2.const_mul _)).neg
    have hE := (hasDerivAt_phase e u).fun_neg.exp
    refine ((((hasDerivAt_id' u).fun_mul hE).const_mul e⁻¹).fun_add
      (hE.const_mul (e⁻¹ ^ 2))).fun_neg.congr_deriv ?_
    field_simp
    ring
  refine Integrable.mono' hdom (Continuous.aestronglyMeasurable (by fun_prop))
    ((ae_restrict_iff' measurableSet_Ioi).2 (ae_of_all _ fun u hu => ?_))
  have hu' : 0 < u := hu
  rw [norm_mul, norm_mul, Real.norm_of_nonneg hu'.le, Real.norm_of_nonneg (exp_pos _).le]
  exact mul_le_mul_of_nonneg_right
    (mul_le_of_le_one_right hu'.le (Real.abs_sin_le_one _)) (exp_pos _).le
```

In the evaluation of J(e), `hb` states that a decaying function times a bounded oscillation decays. Applied to the four terms of F, it gives `hlim`, the statement that F vanishes at infinity. The derivative of F is then assembled term by term, and `field_simp` and `ring` carry out the algebra with a and b. The formula holds for every real k.

```lean
/-- Closed form of the damped integral for every damping `e > 0`. -/
theorem damped_value (k : ℝ) {e : ℝ} (he : 0 < e) :
    dampedIntegral k e = 2 * e * k / (e ^ 2 + k ^ 2) ^ 2 := by
  obtain ⟨h1, h2⟩ := damping_limits he
  have hD : e ^ 2 + k ^ 2 ≠ 0 := by positivity
  -- a decaying factor times a bounded oscillation decays
  have hb : ∀ f g : ℝ → ℝ, Tendsto f atTop (𝓝 0) → (∀ u, |g u| ≤ 1) →
      Tendsto (fun u => f u * g u) atTop (𝓝 0) := by
    intro f g hf hg
    refine squeeze_zero_norm (fun u => ?_) (tendsto_zero_iff_norm_tendsto_zero.1 hf)
    rw [norm_mul]
    exact mul_le_of_le_one_right (norm_nonneg _) (hg u)
  have hs : ∀ u : ℝ, |sin (k * u)| ≤ 1 := fun u => Real.abs_sin_le_one _
  have hc : ∀ u : ℝ, |cos (k * u)| ≤ 1 := fun u => Real.abs_cos_le_one _
  have hlim := (((((hb _ _ h1 hs).const_mul (e / (e ^ 2 + k ^ 2))).add
    ((hb _ _ h1 hc).const_mul (k / (e ^ 2 + k ^ 2)))).add
    ((hb _ _ h2 hs).const_mul ((e ^ 2 - k ^ 2) / (e ^ 2 + k ^ 2) ^ 2))).add
    ((hb _ _ h2 hc).const_mul (2 * e * k / (e ^ 2 + k ^ 2) ^ 2))).neg
  simp only [mul_zero, add_zero, neg_zero] at hlim
  -- the function in `hlim` is an antiderivative of the damped integrand
  have h := integral_Ioi_of_hasDerivAt_of_tendsto' (a := (0 : ℝ))
    (f' := fun u : ℝ => u * sin (k * u) * exp (-(e * u))) (fun u _ => by
      have hE := (hasDerivAt_phase e u).fun_neg.exp
      have hU := (hasDerivAt_id' u).fun_mul hE
      have hS := (hasDerivAt_phase k u).sin
      have hC := (hasDerivAt_phase k u).cos
      refine ((((((hU.fun_mul hS).const_mul (e / (e ^ 2 + k ^ 2))).fun_add
        ((hU.fun_mul hC).const_mul (k / (e ^ 2 + k ^ 2)))).fun_add
        ((hE.fun_mul hS).const_mul ((e ^ 2 - k ^ 2) / (e ^ 2 + k ^ 2) ^ 2))).fun_add
        ((hE.fun_mul hC).const_mul (2 * e * k / (e ^ 2 + k ^ 2) ^ 2))).fun_neg).congr_deriv ?_
      field_simp
      ring) (damped_integrable k he) hlim
  rw [dampedIntegral, h]
  simp
```

The main theorem takes a wave number k > 0 and has three parts. First, I(R) tends to no real number, nor to +∞ or -∞, as R grows. Second, for every e > 0 the damped integrand is integrable over u > 0 and J(e) = 2ek/(e² + k²)². Third, J(e) tends to 0 as e approaches 0 from above, which is the meaning of `𝓝[>] 0`.

A finite limit L would keep I(R) below L + 1 from some cutoff on, and the swings contradict this. A limit of +∞ or -∞ would fix the sign of I(R) in the same way. The third part uses the continuity of the closed form at e = 0, where the denominator is k⁴.

The factor exp(-eu) is put in by hand. It stands for a smooth suppression of the hole at large separation and is not derived from an electron density. The theorem makes no comparison with other convergence factors, and it treats neither a complete model hole nor its normalisation.

```lean
/-- The undamped integral has no finite or infinite limit as the cutoff grows, whereas the
damped one exists for every `e > 0`, has a closed form, and tends to zero as `e → 0+`. -/
theorem convergence_factor {k : ℝ} (hk : 0 < k) :
    ((¬ ∃ L, Tendsto (cutoffIntegral k) atTop (𝓝 L)) ∧
      ¬ Tendsto (cutoffIntegral k) atTop atTop ∧ ¬ Tendsto (cutoffIntegral k) atTop atBot) ∧
    (∀ e : ℝ, 0 < e →
      IntegrableOn (fun u : ℝ => u * sin (k * u) * exp (-(e * u))) (Ioi 0) ∧
      dampedIntegral k e = 2 * e * k / (e ^ 2 + k ^ 2) ^ 2) ∧
    Tendsto (dampedIntegral k) (𝓝[>] 0) (𝓝 0) := by
  refine ⟨⟨?_, ?_, ?_⟩, fun e he => ⟨damped_integrable k he, damped_value k he⟩, ?_⟩
  · rintro ⟨L, hL⟩
    have hev := hL.eventually (gt_mem_nhds (lt_add_one L))
    exact (cutoff_swings hk (L + 1)).1 (hev.mono fun R hR => not_lt_of_ge (le_of_lt hR))
  · intro h
    exact (cutoff_swings hk 0).2
      ((h.eventually (eventually_ge_atTop 0)).mono fun R hR => not_lt_of_ge hR)
  · intro h
    exact (cutoff_swings hk 0).1
      ((h.eventually (eventually_le_atBot 0)).mono fun R hR => not_lt_of_ge hR)
  · -- the closed form is continuous at zero damping because `k` is nonzero
    have h0 : ((0 : ℝ) ^ 2 + k ^ 2) ^ 2 ≠ 0 := by positivity
    have hc : ContinuousAt (fun e : ℝ => 2 * e * k / (e ^ 2 + k ^ 2) ^ 2) 0 :=
      ContinuousAt.div (by fun_prop) (by fun_prop) h0
    have h := hc.tendsto.mono_left (nhdsWithin_le_nhds (s := Ioi (0 : ℝ)))
    simp only [mul_zero, zero_mul, zero_div] at h
    refine h.congr' ?_
    filter_upwards [self_mem_nhdsWithin] with e he
    exact (damped_value k he).symm

end

end HoleConvergenceFactor
```

```lean
#print axioms HoleConvergenceFactor.meanCutoff_no_limit
#print axioms HoleConvergenceFactor.convergence_factor
```

```
'HoleConvergenceFactor.meanCutoff_no_limit' depends on axioms: [propext, Classical.choice, Quot.sound]
'HoleConvergenceFactor.convergence_factor' depends on axioms: [propext, Classical.choice, Quot.sound]
```
